# A unitary T with T D(q) T* = D(−q) gives an antiunitary map preserving each phonon eigenspace at q

A: Take a harmonic crystal with finite-range, reciprocal force constants and dynamical matrix $D(q)$. If a unitary $T$ satisfies $TD(q)T^*=D(-q)$, then $\Theta e=\overline{Te}$ is antiunitary, maps every eigenspace of $D(q)$ into itself, and has square $\overline T\,T$. If that square is $-1$, every mode has an orthogonal partner at the same frequency.

```lean
import Mathlib

open Matrix
open scoped ComplexOrder

namespace PhononAntiunitary

noncomputable section

variable {d : ℕ} {ι : Type*}
```

Q: Time reversal sends $q$ to $-q$. How can it constrain the modes at a single $q$?

A: By combination with a crystal operation that also reverses $q$, such as inversion. $T$ stands for that operation's action on polarization vectors. Beware the letter: $T$ is not time reversal here, and the antiunitary map is $\Theta$.

Q: Which dynamical matrix do you mean?

A: With $n\in\mathbb Z^d$ labelling cells and $a,b$ labelling atomic displacement components within a cell,
$$D_{ab}(q)=\sum_n\Phi_{ab}(n)\,e^{iq\cdot n}.$$
The components of $q$ are phase advances per cell, and the phase ignores atomic positions inside the cell.

```lean
/-- The Bloch phase `exp(i q·n)` of the cell `n` at wavevector `q`. -/
def phase (q : Fin d → ℝ) (n : Fin d → ℤ) : ℂ :=
  Complex.exp (Complex.I * ((∑ i, q i * (n i : ℝ) : ℝ) : ℂ))
```

`Reciprocal` says $\Phi_{ab}(n)=\Phi_{ba}(-n)$: the energy's second derivatives commute.

```lean
/-- Force constants are reciprocal when `Φ_ab(n) = Φ_ba(-n)`. -/
def Reciprocal (Φ : (Fin d → ℤ) →₀ Matrix ι ι ℝ) : Prop :=
  ∀ n a b, Φ n a b = Φ (-n) b a
```

In `dyn`, the type `→₀` makes $\Phi$ vanish outside finitely many cells, which leaves out the long-range dipole forces of polar crystals. The real matrices $\Phi(n)$ are already mass-weighted, so an eigenvalue is $\mu=\omega^2$; stability is not assumed.

```lean
/-- The dynamical matrix `D(q) = ∑ Φ(n) exp(i q·n)` of finitely supported, mass-weighted
force constants. -/
def dyn (Φ : (Fin d → ℤ) →₀ Matrix ι ι ℝ) (q : Fin d → ℝ) : Matrix ι ι ℂ :=
  Matrix.of fun a b => Φ.sum fun n A => (A a b : ℂ) * phase q n
```

In `theta`, `star` on a vector is entrywise conjugation.

```lean
/-- The map `Θ e = conj (T e)` on polarization vectors. -/
def theta [Fintype ι] (T : Matrix ι ι ℂ) (e : ι → ℂ) : ι → ℂ := star (T *ᵥ e)
```

Q: Where does time reversal enter?

A: Through the absence of velocity-dependent forces, such as a magnetic field exerts on moving ions. Without them the modes follow from $D(q)$ alone. The link between $D(q)$ and $D(-q)$ then comes from the force constants being real. First, $\overline{e^{iq\cdot n}}=e^{-iq\cdot n}$.

```lean
/-- Conjugating a Bloch phase reverses the wavevector, and so does inverting the cell. -/
theorem phase_conj (q : Fin d → ℝ) (n : Fin d → ℤ) :
    star (phase q n) = phase (-q) n ∧ phase q (-n) = phase (-q) n := by
  have h : ∑ i, (-q) i * (n i : ℝ) = -∑ i, q i * (n i : ℝ) := by simp
  constructor
  · change starRingEnd ℂ (phase q n) = _
    rw [phase, phase, ← Complex.exp_conj, h, map_mul, Complex.conj_I,
      Complex.conj_ofReal, Complex.ofReal_neg]
    congr 1
    ring
  · have h' : ∑ i, q i * ((-n) i : ℝ) = -∑ i, q i * (n i : ℝ) := by simp
    rw [phase, phase, h, h']
```

Hence $\overline{D_{ba}(q)}=\sum_n\Phi_{ba}(n)e^{-iq\cdot n}=\sum_n\Phi_{ab}(-n)e^{-iq\cdot n}=D_{ab}(q)$. In Lean, `Finset.sum_nbij'` performs the relabelling $n\to-n$.

```lean
/-- Reciprocal force constants give a Hermitian dynamical matrix. -/
theorem dyn_isHermitian {Φ : (Fin d → ℤ) →₀ Matrix ι ι ℝ} (hΦ : Reciprocal Φ)
    (q : Fin d → ℝ) : (dyn Φ q).IsHermitian := by
  have hmem : ∀ n ∈ Φ.support, -n ∈ Φ.support := by
    intro n hn
    rw [Finsupp.mem_support_iff] at *
    intro h0
    apply hn
    ext a b
    rw [hΦ n a b, h0]
    rfl
  ext a b
  simp only [conjTranspose_apply, dyn, Matrix.of_apply, Finsupp.sum, star_sum, star_mul']
  -- pair the cell n with the cell -n
  refine Finset.sum_nbij' (fun n => -n) (fun n => -n) hmem hmem
    (fun n _ => neg_neg n) (fun n _ => neg_neg n) ?_
  intro n _
  rw [(phase_conj q n).1, (phase_conj q n).2, hΦ n b a]
  congr 1
  exact Complex.conj_ofReal _
```

Conjugating term by term, without relabelling, gives $D(-q)=\overline{D(q)}$.

```lean
/-- Reversing the wavevector conjugates the dynamical matrix entry by entry. -/
theorem dyn_neg (Φ : (Fin d → ℤ) →₀ Matrix ι ι ℝ) (q : Fin d → ℝ) :
    dyn Φ (-q) = (dyn Φ q).map star := by
  ext a b
  simp only [dyn, Matrix.of_apply, Matrix.map_apply, Finsupp.sum, star_sum, star_mul']
  refine Finset.sum_congr rfl fun n _ => ?_
  rw [(phase_conj q n).1]
  congr 1
  exact (Complex.conj_ofReal _).symm
```

Q: And $\Theta$ is truly antiunitary?

A: It is antilinear, and $\langle\Theta x,\Theta y\rangle=\overline{\langle Tx,Ty\rangle}=\langle y,x\rangle$ because $T^*T=1$. The inner product is written `star x ⬝ᵥ y`.

```lean
variable [Fintype ι]

/-- For unitary `T` the map `Θ` is antiunitary: it is antilinear and turns every inner
product into its conjugate. -/
theorem theta_antiunitary [DecidableEq ι] {T : Matrix ι ι ℂ} (hU : T ∈ unitaryGroup ι ℂ) :
    (∀ (c : ℂ) (x y : ι → ℂ), theta T (c • x + y) = star c • theta T x + theta T y) ∧
    ∀ x y : ι → ℂ, star (theta T x) ⬝ᵥ theta T y = star y ⬝ᵥ x := by
  have hTT : Tᴴ * T = 1 := mem_unitaryGroup_iff'.1 hU
  constructor
  · intro c x y
    simp only [theta, Matrix.mulVec_add, Matrix.mulVec_smul, star_add, star_smul]
  · intro x y
    simp only [theta, star_star]
    rw [dotProduct_comm, Matrix.star_mulVec, ← Matrix.dotProduct_mulVec,
      Matrix.mulVec_mulVec, hTT, Matrix.one_mulVec]
```

Its square is $\overline{T\,\overline{Te}}=\overline T\,T e$.

```lean
/-- The square of `Θ` is the linear map `conj(T) T`. -/
theorem theta_theta (T : Matrix ι ι ℂ) (e : ι → ℂ) :
    theta T (theta T e) = (T.map star * T) *ᵥ e := by
  rw [← Matrix.mulVec_mulVec]
  ext i
  simp only [theta, Matrix.mulVec, dotProduct, Pi.star_apply, star_sum, star_mul',
    Matrix.map_apply, star_star]
```

Q: Now the commutation with $D(q)$.

A: Multiply the hypothesis by $T$ on the right: $TD=\overline D\,T$, with $D=D(q)$. Then $D\Theta e=\overline{\overline D\,Te}=\overline{TDe}=\Theta De$. The Lean proof names the intermediate relation `hTD`.

```lean
variable [DecidableEq ι]

/-- If a unitary `T` carries `D(q)` to `D(-q)`, then `Θ` commutes with `D(q)`. -/
theorem dyn_theta {Φ : (Fin d → ℤ) →₀ Matrix ι ι ℝ} {q : Fin d → ℝ} {T : Matrix ι ι ℂ}
    (hU : T ∈ unitaryGroup ι ℂ) (hT : T * dyn Φ q * Tᴴ = dyn Φ (-q)) (e : ι → ℂ) :
    dyn Φ q *ᵥ theta T e = theta T (dyn Φ q *ᵥ e) := by
  have hTT : Tᴴ * T = 1 := mem_unitaryGroup_iff'.1 hU
  have hTD : T * dyn Φ q = (dyn Φ q).map star * T := by
    rw [← dyn_neg, ← hT, Matrix.mul_assoc (T * dyn Φ q), hTT, Matrix.mul_one]
  unfold theta
  rw [Matrix.mulVec_mulVec, hTD, ← Matrix.mulVec_mulVec]
  ext i
  simp only [Matrix.mulVec, dotProduct, Pi.star_apply, star_sum, star_mul',
    Matrix.map_apply, star_star]
```

Q: An antilinear map conjugates eigenvalues. Why does $\mu$ survive?

A: Hermiticity. If $De=\mu e$ with $e\ne0$, then $\mu\langle e,e\rangle=\langle e,De\rangle=\langle De,e\rangle=\bar\mu\langle e,e\rangle$, so $\mu$ is real and $D\Theta e=\Theta(\mu e)=\bar\mu\,\Theta e=\mu\,\Theta e$. Conversely, $D\Theta e=\mu\Theta e$ gives $\Theta(De)=\Theta(\bar\mu e)$; cancelling the injective $\Theta$ leaves $De=\bar\mu e$, and reality finishes. `hreal` is the reality step; it also handles $e=0$.

```lean
/-- For reciprocal force constants and a unitary `T` with `T D(q) T* = D(-q)`, a vector `e`
lies in an eigenspace of `D(q)` exactly when `Θ e` lies in the same eigenspace. -/
theorem theta_preserves_eigenspace {Φ : (Fin d → ℤ) →₀ Matrix ι ι ℝ} (hΦ : Reciprocal Φ)
    {q : Fin d → ℝ} {T : Matrix ι ι ℂ} (hU : T ∈ unitaryGroup ι ℂ)
    (hT : T * dyn Φ q * Tᴴ = dyn Φ (-q)) (μ : ℂ) (e : ι → ℂ) :
    dyn Φ q *ᵥ theta T e = μ • theta T e ↔ dyn Φ q *ᵥ e = μ • e := by
  have hTT : Tᴴ * T = 1 := mem_unitaryGroup_iff'.1 hU
  -- eigenvalues of the Hermitian matrix D(q) are real
  have hreal : ∀ ν : ℂ, dyn Φ q *ᵥ e = ν • e → star ν • e = ν • e := by
    intro ν h
    by_cases he : e = 0
    · simp [he]
    have h1 : star e ᵥ* dyn Φ q = star ν • star e := by
      have h' := congrArg star h
      rwa [Matrix.star_mulVec, (dyn_isHermitian hΦ q).eq, star_smul] at h'
    have h2 := Matrix.dotProduct_mulVec (star e) (dyn Φ q) e
    rw [h, h1, dotProduct_smul, smul_dotProduct, smul_eq_mul, smul_eq_mul] at h2
    have hs : star e ⬝ᵥ e ≠ 0 := fun h0 => he (dotProduct_star_self_eq_zero.1 h0)
    rw [mul_right_cancel₀ hs h2.symm]
  have hsm : ∀ c : ℂ, theta T (c • e) = star c • theta T e := by
    intro c
    simp only [theta, Matrix.mulVec_smul, star_smul]
  rw [dyn_theta hU hT]
  constructor
  · intro h
    -- Θ is injective, so it can be cancelled
    have h1 : theta T (dyn Φ q *ᵥ e) = theta T (star μ • e) := by
      rw [h, hsm, star_star]
    have h2 : T *ᵥ (dyn Φ q *ᵥ e) = T *ᵥ (star μ • e) := star_injective h1
    have h3 := congrArg (fun v => Tᴴ *ᵥ v) h2
    have h4 : dyn Φ q *ᵥ e = star μ • e := by
      have l : ∀ v : ι → ℂ, Tᴴ *ᵥ (T *ᵥ v) = v := fun v => by
        rw [Matrix.mulVec_mulVec, hTT, Matrix.one_mulVec]
      simpa only [l] using h3
    have h5 := hreal _ h4
    rw [star_star] at h5
    rw [h4, h5]
  · intro h
    rw [h, ← hreal μ h, hsm, star_star]
```

Q: What if I drop reciprocity?

A: Take $\Phi(0)=\begin{pmatrix}0&-1\\1&0\end{pmatrix}$, all other $\Phi(n)=0$, and $T=1$. The relation with $D(-q)$ holds, but $e=(1,-i)$ has eigenvalue $i$ while $\Theta e=(1,i)$ has eigenvalue $-i$.

Q: What does the sign of $\Theta^2$ decide?

A: If $\Theta^2=1$, then $e+\Theta e$ is invariant with the same eigenvalue. If it vanishes, $\Theta e=-e$ and $ie$ is invariant. `by_cases` makes this split.

```lean
/-- For reciprocal force constants and a unitary `T` with `T D(q) T* = D(-q)` and `conj(T) T = 1`,
every eigenvalue of `D(q)` has a nonzero eigenvector that `Θ` leaves fixed. -/
theorem exists_invariant_mode {Φ : (Fin d → ℤ) →₀ Matrix ι ι ℝ} (hΦ : Reciprocal Φ)
    {q : Fin d → ℝ} {T : Matrix ι ι ℂ} (hU : T ∈ unitaryGroup ι ℂ)
    (hT : T * dyn Φ q * Tᴴ = dyn Φ (-q)) (hsq : T.map star * T = 1)
    {μ : ℂ} {e : ι → ℂ} (he : e ≠ 0) (h : dyn Φ q *ᵥ e = μ • e) :
    ∃ f : ι → ℂ, f ≠ 0 ∧ dyn Φ q *ᵥ f = μ • f ∧ theta T f = f := by
  by_cases h0 : e + theta T e = 0
  · -- here Θ e = -e, and i e is invariant
    refine ⟨Complex.I • e, smul_ne_zero Complex.I_ne_zero he, ?_, ?_⟩
    · rw [Matrix.mulVec_smul, h, smul_comm]
    · have h1 : theta T (Complex.I • e) = star Complex.I • theta T e := by
        simp only [theta, Matrix.mulVec_smul, star_smul]
      rw [h1, eq_neg_of_add_eq_zero_right h0,
        show star Complex.I = -Complex.I from Complex.conj_I, neg_smul, smul_neg, neg_neg]
  · refine ⟨e + theta T e, h0, ?_, ?_⟩
    · rw [Matrix.mulVec_add, h, (theta_preserves_eigenspace hΦ hU hT μ e).2 h, smul_add]
    · have h1 := (theta_antiunitary hU).1 1 e (theta T e)
      rw [one_smul, star_one, one_smul, theta_theta, hsq, Matrix.one_mulVec] at h1
      rw [h1, add_comm]
```

If $\Theta^2=-1$, antiunitarity gives $\langle e,\Theta e\rangle=\langle\Theta^2e,\Theta e\rangle=-\langle e,\Theta e\rangle$, so the overlap is zero; `linear_combination` solves that equation. Antiunitarity also keeps $\Theta e$ nonzero. For quantised harmonic modes with $\mu>0$ and finite-range forces, this is a degeneracy of phonon energies $\hbar\omega$.

```lean
/-- For reciprocal force constants and a unitary `T` with `T D(q) T* = D(-q)` and `conj(T) T = -1`,
every eigenvector `e` of `D(q)` has a nonzero partner `Θ e` that is orthogonal to it and has the
same eigenvalue. -/
theorem orthogonal_partner {Φ : (Fin d → ℤ) →₀ Matrix ι ι ℝ} (hΦ : Reciprocal Φ)
    {q : Fin d → ℝ} {T : Matrix ι ι ℂ} (hU : T ∈ unitaryGroup ι ℂ)
    (hT : T * dyn Φ q * Tᴴ = dyn Φ (-q)) (hsq : T.map star * T = -1)
    {μ : ℂ} {e : ι → ℂ} (he : e ≠ 0) (h : dyn Φ q *ᵥ e = μ • e) :
    theta T e ≠ 0 ∧ star e ⬝ᵥ theta T e = 0 ∧ dyn Φ q *ᵥ theta T e = μ • theta T e := by
  refine ⟨?_, ?_, (theta_preserves_eigenspace hΦ hU hT μ e).2 h⟩
  · intro h0
    have h1 := (theta_antiunitary hU).2 e e
    rw [h0, dotProduct_zero] at h1
    exact he (dotProduct_star_self_eq_zero.1 h1.symm)
  · -- antiunitarity equates the overlap with its own negative
    have h1 := (theta_antiunitary hU).2 (theta T e) e
    rw [theta_theta, hsq, Matrix.neg_mulVec, Matrix.one_mulVec, star_neg,
      neg_dotProduct] at h1
    linear_combination (-1 / 2 : ℂ) * h1
```

Q: Does any lattice realise both signs?

A: A chain with two unit-mass atoms per cell and springs $k_1,k_2$ does.

```lean
/-- Force constants of a chain with two atoms of unit mass per cell, joined by springs `k₁`
within a cell and `k₂` between neighbouring cells. -/
def chain (k₁ k₂ : ℝ) : (Fin 1 → ℤ) →₀ Matrix (Fin 2) (Fin 2) ℝ :=
  Finsupp.single 0 !![k₁ + k₂, -k₁; -k₁, k₁ + k₂] + Finsupp.single 1 !![0, 0; -k₂, 0]
    + Finsupp.single (-1) !![0, -k₂; 0, 0]
```

Exchanging the atoms gives $\Theta^2=1$ at every $q$. For equal springs at $q=\pi$, the signed exchange $(e_1,e_2)\mapsto(e_2,-e_1)$ gives $\Theta^2=-1$. It is a shift of the chain by one atom, which does not reverse $q$ but qualifies here because $\pi$ and $-\pi$ are the same wavevector. There $D=2k_1\cdot1$, the degeneracy of a band folded by a doubled cell. The proof computes $D(q)$ in closed form (`hD`) and compares entries.

```lean
/-- The chain is reciprocal. Exchange of its two atoms is a unitary `T` with `conj(T) T = 1` and
`T D(q) T* = D(-q)` at every `q`. The signed exchange is a unitary `T` with `conj(T) T = -1`, and
for equal springs it satisfies `T D(q) T* = D(-q)` at `q = π`. -/
theorem chain_witness (k₁ k₂ : ℝ) :
    Reciprocal (chain k₁ k₂) ∧
    (∀ T : Matrix (Fin 2) (Fin 2) ℂ, T = !![0, 1; 1, 0] →
      T ∈ unitaryGroup (Fin 2) ℂ ∧ T.map star * T = 1 ∧
      ∀ q, T * dyn (chain k₁ k₂) q * Tᴴ = dyn (chain k₁ k₂) (-q)) ∧
    (∀ T : Matrix (Fin 2) (Fin 2) ℂ, T = !![0, 1; -1, 0] →
      T ∈ unitaryGroup (Fin 2) ℂ ∧ T.map star * T = -1 ∧
      T * dyn (chain k₁ k₁) (fun _ => Real.pi) * Tᴴ
        = dyn (chain k₁ k₁) (-fun _ => Real.pi)) := by
  -- the dynamical matrix in closed form
  have hD : ∀ (a b : ℝ) (q : Fin 1 → ℝ), dyn (chain a b) q =
      !![(a : ℂ) + b, -a - b * phase q (-1); -a - b * phase q 1, (a : ℂ) + b] := by
    intro a b q
    have hp : phase q 0 = 1 := by simp [phase]
    ext i j
    simp only [dyn, Matrix.of_apply, chain]
    rw [Finsupp.sum_add_index', Finsupp.sum_add_index', Finsupp.sum_single_index,
      Finsupp.sum_single_index, Finsupp.sum_single_index]
    · fin_cases i <;> fin_cases j <;> simp [hp] <;> ring
    all_goals (intros; simp [add_mul])
  have hneg : ∀ q : Fin 1 → ℝ, phase (-q) (-1) = phase q 1 := by
    intro q
    rw [(phase_conj (-q) 1).2, neg_neg]
  refine ⟨?_, ?_, ?_⟩
  · intro n a b
    have h0 : (0 = -n) ↔ (0 = n) := by
      constructor <;> intro h
      · rw [← neg_neg n, ← h, neg_zero]
      · rw [← h, neg_zero]
    have h1 : (1 = -n) ↔ (-1 = n) := by
      constructor <;> intro h
      · rw [h, neg_neg]
      · rw [← h, neg_neg]
    have h2 : (-1 = -n) ↔ (1 = n) := neg_inj
    simp only [chain, Finsupp.add_apply, Finsupp.single_apply, h0, h1, h2, Matrix.add_apply]
    fin_cases a <;> fin_cases b <;> split_ifs <;> simp
  · rintro T rfl
    refine ⟨?_, ?_, fun q => ?_⟩
    · rw [mem_unitaryGroup_iff]
      ext i j
      fin_cases i <;> fin_cases j <;>
        simp [Matrix.mul_apply, Fin.sum_univ_succ, Matrix.star_eq_conjTranspose]
    · ext i j
      fin_cases i <;> fin_cases j <;> simp [Matrix.mul_apply, Fin.sum_univ_succ]
    · rw [hD, hD, hneg, ← (phase_conj q 1).2]
      ext i j
      fin_cases i <;> fin_cases j <;> simp [Matrix.mul_apply, Fin.sum_univ_succ]
  · rintro T rfl
    refine ⟨?_, ?_, ?_⟩
    · rw [mem_unitaryGroup_iff]
      ext i j
      fin_cases i <;> fin_cases j <;>
        simp [Matrix.mul_apply, Fin.sum_univ_succ, Matrix.star_eq_conjTranspose]
    · ext i j
      fin_cases i <;> fin_cases j <;> simp [Matrix.mul_apply, Fin.sum_univ_succ]
    · -- at q = π the couplings to the two neighbours cancel
      have hp : phase (fun _ : Fin 1 => Real.pi) 1 = -1 := by
        have hs : ∑ i : Fin 1, Real.pi * (((1 : Fin 1 → ℤ) i : ℤ) : ℝ) = Real.pi := by simp
        rw [phase, hs, mul_comm, Complex.exp_pi_mul_I]
      have hm : phase (-fun _ : Fin 1 => Real.pi) 1 = -1 := by
        rw [← (phase_conj _ _).1, hp]
        simp
      rw [hD, hD, hneg, (phase_conj (fun _ : Fin 1 => Real.pi) 1).2, hp, hm]
      ext i j
      fin_cases i <;> fin_cases j <;> simp [Matrix.mul_apply, Fin.sum_univ_succ]

end

end PhononAntiunitary
```

Q: Where would I meet this in a calculation?

A: In choosing a basis. For the chain, $(1,1)/\sqrt2$ and $(i,-i)/\sqrt2$ are invariant under the exchange $\Theta$, and direct multiplication turns $D(q)$ into the real symmetric matrix
$$\begin{pmatrix}k_2(1-\cos q)&k_2\sin q\\k_2\sin q&2k_1+k_2(1+\cos q)\end{pmatrix},$$
which a real eigensolver can diagonalise.

Q: So what must I still supply for a real crystal?

A: The matrix $T$. That a given space-group operation yields a unitary with $TD(q)T^*=D(-q)$ is assumed in the general theorems and established only for the chain.

```lean
#print axioms PhononAntiunitary.theta_preserves_eigenspace
#print axioms PhononAntiunitary.exists_invariant_mode
#print axioms PhononAntiunitary.orthogonal_partner
```

```
'PhononAntiunitary.theta_preserves_eigenspace' depends on axioms: [propext, Classical.choice, Quot.sound]
'PhononAntiunitary.exists_invariant_mode' depends on axioms: [propext, Classical.choice, Quot.sound]
'PhononAntiunitary.orthogonal_partner' depends on axioms: [propext, Classical.choice, Quot.sound]
```
